# For a Gaussian complex overlap, the local energy c/z with c ≠ 0 has a finite mean and infinite variance

Let the overlap $z$ of a walker with the trial state be distributed over the complex plane with density

$$\rho(z)=\frac{1}{\pi s}\,e^{-|z-z_0|^2/s},\qquad z_0\in\mathbb C,\quad s>0 .$$

Then the expectation of $1/|z|$ is finite and that of $1/|z|^2$ is infinite, wherever the centre $z_0$ lies. Consequently the local energy $E(z)=c/z$, with a fixed complex number $c\neq 0$, has a well-defined mean and an infinite variance.

In auxiliary-field quantum Monte Carlo the local energy is the ratio of a Hamiltonian matrix element to the overlap. The result shows, for a Gaussian overlap, a constant numerator and walkers of equal weight, how walkers near the origin spoil the error bar of the energy. The phaseless constraint is designed to suppress the walker density there.

The Gaussian is a simplified model: it is the law of an overlap that starts at $z_0$ and makes a fixed number of independent, isotropic Gaussian steps in the plane, with no constraint. In a simulation the steps depend on the walker. The condition $c\neq0$ says that the matrix element survives where the overlap vanishes. For a trial state that is an exact eigenstate it would not: numerator and overlap would vanish together and the local energy would be constant.

## Counting powers of the radius

The density is normalised. Shifting the origin to $z_0$ and using polar coordinates,

$$\int\rho\,d^2z=\frac{1}{\pi s}\int_0^\infty e^{-r^2/s}\,2\pi r\,dr=\frac{1}{\pi s}\,\pi s=1 .$$

Next consider $|z|^{-p}$ on the unit disc, without the Gaussian. The area element supplies one factor of $r$:

$$\int_{|z|<1}|z|^{-p}\,d^2z=2\pi\int_0^1 r^{1-p}\,dr .$$

For $p<2$ this equals $2\pi/(2-p)$. For $p=2$ the radial integral from $\varepsilon$ to 1 is $\ln(1/\varepsilon)$, and for $p>2$ it is $(\varepsilon^{2-p}-1)/(p-2)$; both diverge as $\varepsilon\to0$. The disc integral is therefore finite exactly when $p<2$.

The Gaussian does not change this criterion. If $|z|<1$, then $|z-z_0|\le 1+|z_0|$, so

$$\delta\le\rho(z)\le\frac1{\pi s},\qquad \delta=\frac{1}{\pi s}\,e^{-(1+|z_0|)^2/s}>0 .$$

For $p\ge0$ we also have $|z|^{-p}\le1$ outside the disc, where the total probability is at most 1. Hence

$$\delta\int_{|z|<1}|z|^{-p}\,d^2z\;\le\;\mathbb E\,|z|^{-p}\;\le\;\frac1{\pi s}\int_{|z|<1}|z|^{-p}\,d^2z+1 ,$$

and $\mathbb E\,|z|^{-p}$ is finite exactly when $p<2$. Taking $p=1$ and $p=2$ gives the two statements about the overlap.

For the local energy, $|c/z|=|c|/|z|$ has a finite expectation, so the mean exists. Let $m$ be any complex reference energy. The triangle inequality and $(a+b)^2\le2a^2+2b^2$ give

$$\frac{|c|^2}{|z|^2}\le 2\left|\frac cz-m\right|^2+2|m|^2 .$$

The left side has infinite expectation and $2|m|^2$ is a finite constant, so $\mathbb E\,|c/z-m|^2=\infty$. Choosing $m=\mathbb E[c/z]$ gives the variance.

The same count settles a real overlap $x$ with a Gaussian density on the line. There the length element supplies no factor of $r$, so $\mathbb E\,|x|^{-p}$ is finite only for $p<1$ when $p\ge0$. Already $1/|x|$ has infinite expectation, and $c/x$ with $c\ne0$ has no mean. The Lean development below treats the complex case alone.

## The overlap law and the variance in Lean

```lean
import Mathlib

open MeasureTheory Set

namespace PhaselessOverlapVariance

noncomputable section
```

The density is the function $\rho$ above, with `z0` for $z_0$ and `s` for $s$. The convention is that $s$ is the mean of $|z-z_0|^2$, so the real and imaginary parts each have variance $s/2$. Positivity of `s` is not built into the definition; it enters the theorems as the hypothesis `hs`. Despite the word "Phaseless" in the name of the namespace, no constraint acts on this law.

```lean
/-- Isotropic Gaussian density of the complex overlap, with centre `z0` and variance `s`. -/
def overlapDensity (z0 : ℂ) (s : ℝ) (z : ℂ) : ℝ :=
  (Real.pi * s)⁻¹ * Real.exp (-‖z - z0‖ ^ 2 / s)
```

The probability law is area in the plane weighted by this density. `ENNReal.ofReal` converts a nonnegative real number into an element of $[0,\infty]$.

```lean
/-- The law of the overlap: area in the complex plane weighted by the Gaussian density. -/
def overlapLaw (z0 : ℂ) (s : ℝ) : Measure ℂ :=
  volume.withDensity (fun z => ENNReal.ofReal (overlapDensity z0 s z))
```

The numerator of the local energy is a constant `c`. In a simulation it varies from walker to walker, and this model leaves that dependence out.

```lean
/-- The local energy `c / z` of a walker with overlap `z` and Hamiltonian matrix element `c`. -/
def localEnergy (c z : ℂ) : ℂ := c / z
```

The variance is the expectation of $|E-\mathbb E E|^2$. The outer integral `∫⁻` takes values in $[0,\infty]$, so an infinite variance is literally the value `⊤`. The inner integral is the ordinary complex-valued mean. Mathlib assigns it the value 0 when the function is not integrable, so the final theorem proves integrability alongside the variance.

```lean
/-- The variance of a complex estimator `E` under the law `μ`, with values in `[0, ∞]`. -/
def estimatorVariance (μ : Measure ℂ) (E : ℂ → ℂ) : ENNReal :=
  ∫⁻ z, ENNReal.ofReal (‖E z - ∫ w, E w ∂μ‖ ^ 2) ∂μ
```

## Normalising the Gaussian

The density is continuous, hence measurable, as the later manipulations of integrals require.

```lean
lemma measurable_density (z0 : ℂ) (s : ℝ) :
    Measurable (fun z => ENNReal.ofReal (overlapDensity z0 s z)) := by
  have h : Continuous (overlapDensity z0 s) := by
    unfold overlapDensity
    fun_prop
  exact h.measurable.ennreal_ofReal
```

The next theorem follows the normalisation by hand. It takes out the constant, shifts the centre to the origin and applies Mathlib's Gaussian integral in two real dimensions, which gives $\pi s$. Integrability of the density is read off from the nonzero value of its integral, and the total probability is then 1.

```lean
/-- The Gaussian law of the overlap has total probability one. -/
theorem overlapLaw_isProbabilityMeasure (z0 : ℂ) {s : ℝ} (hs : 0 < s) :
    IsProbabilityMeasure (overlapLaw z0 s) := by
  have hint : ∫ z, overlapDensity z0 s z = 1 := by
    unfold overlapDensity
    rw [integral_const_mul,
      integral_sub_right_eq_self (fun z : ℂ => Real.exp (-‖z‖ ^ 2 / s)) z0]
    have h := GaussianFourier.integral_rexp_neg_mul_sq_norm (V := ℂ) (inv_pos.2 hs)
    have e : (fun z : ℂ => Real.exp (-‖z‖ ^ 2 / s))
        = fun z : ℂ => Real.exp (-s⁻¹ * ‖z‖ ^ 2) := by
      funext z
      congr 1
      ring
    have e2 : ((2 : ℕ) : ℝ) / 2 = 1 := by norm_num
    rw [e, h, Complex.finrank_real_complex, e2, Real.rpow_one, div_inv_eq_mul]
    exact inv_mul_cancel₀ (mul_pos Real.pi_pos hs).ne'
  have hi : Integrable (overlapDensity z0 s) := by
    by_contra hn
    rw [integral_undef hn] at hint
    exact zero_ne_one hint
  have hnn : ∀ z, 0 ≤ overlapDensity z0 s z := fun z => by
    unfold overlapDensity
    positivity
  constructor
  rw [overlapLaw, withDensity_apply _ MeasurableSet.univ, Measure.restrict_univ,
    ← ofReal_integral_eq_lintegral_ofReal hi (ae_of_all _ hnn), hint, ENNReal.ofReal_one]
```

## The power law on the disc

This theorem holds for every real `p`. The step `h1` translates between integrability and a finite extended integral. In `h2` the integrand, cut off at the edge of the disc, is written as a function of the radius alone. The lemma `integrable_fun_norm_addHaar` then passes to polar coordinates, and `h3` combines the factor $r$ from the area element with $r^{-p}$ to give $r^{1-p}$. Mathlib's criterion for powers on $(0,1)$ requires $1-p>-1$, which is $p<2$.

```lean
/-- In the plane, the integral of `|z|^(-p)` over the unit disc is finite exactly when `p < 2`. -/
theorem disc_integral_finite_iff (p : ℝ) :
    ∫⁻ z in Metric.ball (0 : ℂ) 1, ENNReal.ofReal (‖z‖ ^ (-p)) < ⊤ ↔ p < 2 := by
  have hm : Measurable (fun z : ℂ => ‖z‖ ^ (-p)) := measurable_norm.pow_const (-p)
  have h1 : IntegrableOn (fun z : ℂ => ‖z‖ ^ (-p)) (Metric.ball 0 1) ↔
      ∫⁻ z in Metric.ball (0 : ℂ) 1, ENNReal.ofReal (‖z‖ ^ (-p)) < ⊤ := by
    rw [← hasFiniteIntegral_iff_ofReal
      (ae_of_all _ fun z : ℂ => Real.rpow_nonneg (norm_nonneg z) (-p))]
    exact ⟨fun h => h.2, fun h => ⟨hm.aestronglyMeasurable, h⟩⟩
  -- the integrand on the disc is a radial function
  have h2 : (Metric.ball (0 : ℂ) 1).indicator (fun z : ℂ => ‖z‖ ^ (-p))
      = fun z : ℂ => (Iio (1 : ℝ)).indicator (fun r : ℝ => r ^ (-p)) ‖z‖ := by
    funext z
    by_cases hz : ‖z‖ < 1 <;> simp [indicator, hz]
  -- the area element contributes one factor of the radius
  have h3 : EqOn (fun y : ℝ => y ^ (Module.finrank ℝ ℂ - 1) •
      (Iio (1 : ℝ)).indicator (fun r : ℝ => r ^ (-p)) y)
      ((Iio (1 : ℝ)).indicator (fun r : ℝ => r ^ (1 - p))) (Ioi 0) := by
    intro y hy
    have hy0 : 0 < y := hy
    have e : y ^ (1 - p) = y * y ^ (-p) := by
      rw [sub_eq_add_neg, Real.rpow_add hy0, Real.rpow_one]
    by_cases h : y < 1 <;> simp [indicator, h, e, Complex.finrank_real_complex]
  have h4 : Iio (1 : ℝ) ∩ Ioi 0 = Ioo 0 1 := by
    ext y
    simp [and_comm]
  rw [← h1, ← integrable_indicator_iff measurableSet_ball, h2,
    integrable_fun_norm_addHaar volume, integrableOn_congr_fun h3 measurableSet_Ioi,
    IntegrableOn, integrable_indicator_iff measurableSet_Iio, IntegrableOn,
    Measure.restrict_restrict measurableSet_Iio, h4]
  change IntegrableOn (fun r : ℝ => r ^ (1 - p)) (Ioo 0 1) ↔ p < 2
  rw [intervalIntegral.integrableOn_Ioo_rpow_iff one_pos]
  constructor <;> intro h <;> linarith
```

## From the disc to the Gaussian law

The theorem says that $\mathbb E\,|z|^{-p}<\infty$ if and only if $p<2$, for every centre, every $s>0$ and every $p\ge0$. Its two directions are the two sides of the sandwich inequality.

In the first, `hlow` is the bound $\delta\le\rho$ on the disc and `hle` is the resulting inequality between integrals. If the disc integral were infinite, multiplying it by the positive number `δ` would force the expectation to be infinite as well. In the second, the plane is split into the disc and its complement. On the disc the density is replaced by its maximum $1/(\pi s)$; on the complement the integrand is at most 1, which is where `hp` is used.

```lean
/-- For a Gaussian overlap with any centre and `p ≥ 0`, the expectation of `|z|^(-p)` is finite
exactly when `p < 2`. -/
theorem inverse_moment_finite_iff (z0 : ℂ) {s p : ℝ} (hs : 0 < s) (hp : 0 ≤ p) :
    ∫⁻ z, ENNReal.ofReal (‖z‖ ^ (-p)) ∂(overlapLaw z0 s) < ⊤ ↔ p < 2 := by
  have := overlapLaw_isProbabilityMeasure z0 hs
  have hf : Measurable (fun z : ℂ => ENNReal.ofReal (‖z‖ ^ (-p))) :=
    (measurable_norm.pow_const (-p)).ennreal_ofReal
  have hd := measurable_density z0 s
  have hps : 0 < (Real.pi * s)⁻¹ := inv_pos.2 (mul_pos Real.pi_pos hs)
  rw [← disc_integral_finite_iff p]
  constructor
  · -- on the unit disc the density is bounded below by a positive constant
    intro h
    let δ : ℝ := (Real.pi * s)⁻¹ * Real.exp (-(1 + ‖z0‖) ^ 2 / s)
    have hδ : 0 < δ := mul_pos hps (Real.exp_pos _)
    have hlow : ∀ z ∈ Metric.ball (0 : ℂ) 1, δ ≤ overlapDensity z0 s z := by
      intro z hz
      have hz1 : ‖z‖ < 1 := by simpa using hz
      have hn : ‖z - z0‖ ≤ 1 + ‖z0‖ := (norm_sub_le z z0).trans (by linarith)
      have hq := pow_le_pow_left₀ (norm_nonneg _) hn 2
      refine mul_le_mul_of_nonneg_left (Real.exp_le_exp.2 ?_) hps.le
      exact div_le_div_of_nonneg_right (by linarith) hs.le
    have hle : ENNReal.ofReal δ * ∫⁻ z in Metric.ball (0 : ℂ) 1, ENNReal.ofReal (‖z‖ ^ (-p))
        ≤ ∫⁻ z, ENNReal.ofReal (‖z‖ ^ (-p)) ∂(overlapLaw z0 s) := by
      rw [overlapLaw, lintegral_withDensity_eq_lintegral_mul _ hd hf,
        ← lintegral_const_mul _ hf]
      refine le_trans (setLIntegral_mono' measurableSet_ball fun z hz => ?_)
        (setLIntegral_le_lintegral (Metric.ball (0 : ℂ) 1) _)
      exact mul_le_mul' (ENNReal.ofReal_le_ofReal (hlow z hz)) le_rfl
    by_contra hn
    rw [not_lt_top_iff.1 hn, ENNReal.mul_top (ENNReal.ofReal_pos.2 hδ).ne'] at hle
    exact absurd h (not_lt_of_ge hle)
  · -- the density is bounded above, and outside the disc the integrand is at most one
    intro h
    rw [← lintegral_add_compl _ (measurableSet_ball (x := (0 : ℂ)) (ε := 1))]
    refine ENNReal.add_lt_top.2 ⟨?_, ?_⟩
    · rw [overlapLaw, setLIntegral_withDensity_eq_setLIntegral_mul _ hd hf measurableSet_ball]
      refine lt_of_le_of_lt (setLIntegral_mono' measurableSet_ball
        (g := fun z => ENNReal.ofReal (Real.pi * s)⁻¹ * ENNReal.ofReal (‖z‖ ^ (-p)))
        fun z _ => ?_) ?_
      · refine mul_le_mul' (ENNReal.ofReal_le_ofReal ?_) le_rfl
        refine mul_le_of_le_one_right hps.le (Real.exp_le_one_iff.2 ?_)
        exact div_nonpos_of_nonpos_of_nonneg (by nlinarith [sq_nonneg ‖z - z0‖]) hs.le
      · rw [lintegral_const_mul _ hf]
        exact ENNReal.mul_lt_top ENNReal.ofReal_lt_top h
    · refine lt_of_le_of_lt (setLIntegral_mono' measurableSet_ball.compl
        (g := fun _ => 1) fun z hz => ?_) ?_
      · have hz1 : 1 ≤ ‖z‖ := by simpa using hz
        exact ENNReal.ofReal_le_one.2
          (Real.rpow_le_one_of_one_le_of_nonpos hz1 (by linarith))
      · rw [setLIntegral_one]
        exact measure_lt_top _ _
```

Setting $p=1$ and $p=2$ gives the inverse moments. The equations `e1` and `e2` rewrite the real powers as the fractions $1/|z|$ and $1/|z|^2$.

```lean
/-- The expectation of `1/|z|` is finite and the expectation of `1/|z|^2` is infinite. -/
theorem inverse_overlap_moments (z0 : ℂ) {s : ℝ} (hs : 0 < s) :
    ∫⁻ z, ENNReal.ofReal (1 / ‖z‖) ∂(overlapLaw z0 s) < ⊤ ∧
    ∫⁻ z, ENNReal.ofReal (1 / ‖z‖ ^ 2) ∂(overlapLaw z0 s) = ⊤ := by
  have h1 := (inverse_moment_finite_iff z0 hs zero_le_one).2 one_lt_two
  have h2 := mt (inverse_moment_finite_iff z0 hs zero_le_two).1 (lt_irrefl 2)
  have e1 : ∀ z : ℂ, ‖z‖ ^ (-1 : ℝ) = 1 / ‖z‖ := fun z => by
    rw [Real.rpow_neg_one, one_div]
  have e2 : ∀ z : ℂ, ‖z‖ ^ (-2 : ℝ) = 1 / ‖z‖ ^ 2 := fun z => by
    rw [Real.rpow_neg (norm_nonneg z), Real.rpow_two, one_div]
  simp only [e1] at h1
  simp only [e2] at h2
  exact ⟨h1, not_lt_top_iff.1 h2⟩
```

## Infinite variance of the local energy

The next theorem states that, for $c\ne0$, the mean square deviation of $c/z$ from any complex number `m` is infinite. No choice of reference energy makes it finite.

The proof assumes the contrary. The pointwise bound `hpt` is the inequality derived above, divided by $|c|^2$:

$$\frac1{|z|^2}\le\frac{2}{|c|^2}\left(\left|\frac cz-m\right|^2+|m|^2\right).$$

Within it, `h1` is the triangle inequality and `h2` its squared form. Integrating over the overlap law puts an infinite quantity on the left and, by assumption, a finite one on the right.

```lean
/-- For `c ≠ 0` the mean square deviation of the local energy from any reference energy `m`
is infinite. -/
theorem localEnergy_deviation_infinite (z0 : ℂ) {s : ℝ} (hs : 0 < s) {c : ℂ} (hc : c ≠ 0)
    (m : ℂ) : ∫⁻ z, ENNReal.ofReal (‖localEnergy c z - m‖ ^ 2) ∂(overlapLaw z0 s) = ⊤ := by
  have := overlapLaw_isProbabilityMeasure z0 hs
  have hc2 : ‖c‖ ^ 2 ≠ 0 := pow_ne_zero 2 (norm_ne_zero_iff.2 hc)
  by_contra hfin
  -- the inverse square overlap is controlled by the deviation plus a constant
  have hpt : ∀ z : ℂ, ENNReal.ofReal (1 / ‖z‖ ^ 2) ≤ ENNReal.ofReal (2 / ‖c‖ ^ 2) *
      (ENNReal.ofReal (‖localEnergy c z - m‖ ^ 2) + ENNReal.ofReal (‖m‖ ^ 2)) := by
    intro z
    rw [← ENNReal.ofReal_add (by positivity) (by positivity),
      ← ENNReal.ofReal_mul (by positivity)]
    apply ENNReal.ofReal_le_ofReal
    have h1 : ‖c / z‖ ≤ ‖c / z - m‖ + ‖m‖ := by simpa using norm_add_le (c / z - m) m
    have h2 : ‖c / z‖ ^ 2 ≤ 2 * (‖c / z - m‖ ^ 2 + ‖m‖ ^ 2) := by
      nlinarith [sq_nonneg (‖c / z - m‖ - ‖m‖), pow_le_pow_left₀ (norm_nonneg _) h1 2]
    calc 1 / ‖z‖ ^ 2 = ‖c / z‖ ^ 2 / ‖c‖ ^ 2 := by
          rw [norm_div, div_pow, div_right_comm, div_self hc2]
      _ ≤ 2 * (‖c / z - m‖ ^ 2 + ‖m‖ ^ 2) / ‖c‖ ^ 2 :=
          div_le_div_of_nonneg_right h2 (by positivity)
      _ = 2 / ‖c‖ ^ 2 * (‖localEnergy c z - m‖ ^ 2 + ‖m‖ ^ 2) := by
          unfold localEnergy
          ring
  have hle := lintegral_mono (μ := overlapLaw z0 s) hpt
  rw [(inverse_overlap_moments z0 hs).2, lintegral_const_mul' _ _ ENNReal.ofReal_ne_top,
    lintegral_add_right _ measurable_const, lintegral_const, measure_univ, mul_one] at hle
  exact absurd (ENNReal.mul_lt_top ENNReal.ofReal_lt_top
    (ENNReal.add_lt_top.2 ⟨lt_top_iff_ne_top.2 hfin, ENNReal.ofReal_lt_top⟩)) (not_lt_of_ge hle)
```

The final theorem has two parts: `localEnergy c` is integrable, so its mean exists, and its variance is `⊤`. The second part is the preceding theorem with `m` equal to the mean. The first follows from the finite expectation of $1/|z|$, multiplied by $|c|$.

```lean
/-- For a Gaussian overlap with any centre and `c ≠ 0`, the local energy `c / z` is integrable
and its variance is infinite. -/
theorem localEnergy_infinite_variance (z0 : ℂ) {s : ℝ} (hs : 0 < s) {c : ℂ} (hc : c ≠ 0) :
    Integrable (localEnergy c) (overlapLaw z0 s) ∧
    estimatorVariance (overlapLaw z0 s) (localEnergy c) = ⊤ := by
  refine ⟨?_, localEnergy_deviation_infinite z0 hs hc _⟩
  have hm : Measurable (fun z : ℂ => 1 / ‖z‖) := measurable_const.div measurable_norm
  have hi : Integrable (fun z : ℂ => 1 / ‖z‖) (overlapLaw z0 s) := by
    refine ⟨hm.aestronglyMeasurable, ?_⟩
    rw [hasFiniteIntegral_iff_ofReal
      (ae_of_all _ fun z : ℂ => one_div_nonneg.2 (norm_nonneg z))]
    exact (inverse_overlap_moments z0 hs).1
  have hE : Measurable (localEnergy c) := measurable_const.div measurable_id
  refine (hi.const_mul ‖c‖).mono' hE.aestronglyMeasurable (ae_of_all _ fun z => ?_)
  rw [localEnergy, norm_div, mul_one_div]

end

end PhaselessOverlapVariance
```

```lean
#print axioms PhaselessOverlapVariance.localEnergy_infinite_variance
-- 'PhaselessOverlapVariance.localEnergy_infinite_variance' depends on axioms: [propext, Classical.choice, Quot.sound]
```

For independent samples from this law, the average of $c/z$ still converges to the mean by the law of large numbers, but the usual standard error $\sigma/\sqrt N$, with $\sigma^2$ the variance and $N$ the number of samples, is infinite for every $N$. An error bar computed from two or more samples is almost surely a finite number all the same, so its finiteness is no evidence that the variance is finite.
